# Zeros of the Lee–Yang polynomial of a finite Ising ferromagnet lie on the unit circle

Take two Ising spins $\sigma_0,\sigma_1=\pm1$ with ferromagnetic coupling $J\ge 0$ in a uniform field $h$, both in units of $kT$. Their partition function is
$$Z=e^{J+2h}+e^{J-2h}+2e^{-J}=e^{J-2h}\,(1+2az+z^2),\qquad a=e^{-2J},\quad z=e^{2h}.$$
The logarithm of $Z$, and with it the free energy, is singular where $Z=0$. Since $0<a\le1$, the zeros are $z=-a\pm i\sqrt{1-a^2}$, and $|z|^2=a^2+(1-a^2)=1$. They correspond to purely imaginary fields. The same holds for any finite number of spins with ferromagnetic pair couplings, although the zeros can then no longer be written down in general.

```lean
import Mathlib

namespace LeeYangCircle

noncomputable section

variable {n : ℕ}
```

## From Boltzmann factors to a polynomial

For $n$ spins with symmetric couplings $J_{ij}$, let $S$ be the set of up spins. Relative to the all-down state, each pair of opposite spins costs a factor $a_{ij}=e^{-2J_{ij}}$, and each up spin brings a factor $z=e^{2h}$. Hence
$$\sum_\sigma e^{\sum_{i<j}J_{ij}\sigma_i\sigma_j+h\sum_i\sigma_i}
=e^{\sum_{i<j}J_{ij}-nh}\,P(z),\qquad
P(z)=\sum_S z^{|S|}\prod_{i\in S,\;j\notin S}a_{ij}.$$
The prefactor never vanishes, so $Z$ and $P$ have the same zeros. This identity is the link to the magnet and is established only by the algebra above; the Lean theorems start from $P$.

Sites are elements of `Fin n`, a configuration is a `Finset` of sites, and `Sᶜ` holds the down spins. The matrix `a` is real, with its entries read as complex numbers in the weight. Its diagonal never enters.

```lean
/-- The weight of the configuration with up spins `S`: the product of `a i j` over
all pairs with `i` up and `j` down. -/
def cutWeight (a : Matrix (Fin n) (Fin n) ℝ) (S : Finset (Fin n)) : ℂ :=
  ∏ i ∈ S, ∏ j ∈ Sᶜ, (a i j : ℂ)
```

Summing over all configurations gives $P(z)$. Despite its name, `partitionPoly` is the partition function without the exponential prefactor. The fugacity is $e^{2h}$; some texts use $e^{-2h}$, which exchanges up and down.

```lean
/-- The Lee-Yang polynomial in the fugacity `z`, summed over all sets of up spins. -/
def partitionPoly (a : Matrix (Fin n) (Fin n) ℝ) (z : ℂ) : ℂ :=
  ∑ S : Finset (Fin n), cutWeight a S * z ^ S.card
```

## One factor per bond

The proof switches on the interactions one pair at a time. A bond of weight $t$ between $i$ and $j$ multiplies a configuration by 1 if the two spins agree and by $t$ if they differ. This is `pairFactor 1 t t 1 i j`.

```lean
/-- A factor set by two spins: `p` if both are down, `q` if only `i` is up, `r` if only `j`
is up, `s` if both are up. -/
def pairFactor (p q r s : ℂ) (i j : Fin n) (S : Finset (Fin n)) : ℂ :=
  if i ∈ S then (if j ∈ S then s else q) else if j ∈ S then r else p
```

Each unordered pair must be counted once, so only $i<j$ carries the entry $a_{ij}$. Here `bond` denotes this Boltzmann weight, not the coupling $J_{ij}$.

```lean
/-- The entry `a i j` for `i < j`, and 1 otherwise, so that each pair is counted once. -/
def bond (a : Matrix (Fin n) (Fin n) ℝ) (i j : Fin n) : ℝ := if i < j then a i j else 1
```

Give every site its own fugacity $z_i$. Weights $c_S$ are called zero-free if $\sum_S c_S\prod_{i\in S}z_i\ne0$ whenever all $|z_i|<1$.

```lean
/-- Configuration weights are zero-free if their generating polynomial, with one fugacity
per site, has no zero in the open unit polydisc. -/
def ZeroFree (c : Finset (Fin n) → ℂ) : Prop :=
  ∀ z : Fin n → ℂ, (∀ i, ‖z i‖ < 1) → ∑ S, c S * ∏ i ∈ S, z i ≠ 0
```

## The two-spin inequality

Suppose $A+Bu+Cv+Duv\neq0$ for all $|u|,|v|\le1$, and let $t\in[-1,1]$. The claim is $A+Bt+Ct+D\ne0$.

If $p+qv$ has no zero in the closed disc, then $|q|<|p|$. Otherwise $p\neq0$ (take $v=0$), so $q\ne0$, and $v=-p/q$ would be a zero in the disc. Applied in each variable at $\pm1$, this makes the following four differences positive:
$$\alpha_\pm=|A\pm B|^2-|C\pm D|^2,\qquad \beta_\pm=|A\pm C|^2-|B\pm D|^2.$$
Expanding the squares gives
$$|A+Bt|^2-|Ct+D|^2=\tfrac{(1+t)^2}{4}\alpha_++\tfrac{(1-t)^2}{4}\alpha_-+\tfrac{1-t^2}{4}(\beta_++\beta_-).$$
All weights are nonnegative and the first two are not both zero, so the right side is positive. Then $A+Bt$ cannot equal $-(Ct+D)$.

In the code, `dom` is the disc argument, `hid` the identity, checked by `ring` in real and imaginary parts, and `pos` the positivity.

```lean
/-- If `A + B u + C v + D u v` has no zero in the closed bidisc and `t` is real with `|t| ≤ 1`,
then `A + B t + C t + D` is nonzero. -/
theorem bond_ne_zero {A B C D : ℂ} {t : ℝ} (ht : |t| ≤ 1)
    (h : ∀ u v : ℂ, ‖u‖ ≤ 1 → ‖v‖ ≤ 1 → A + B * u + C * v + D * (u * v) ≠ 0) :
    A + B * t + C * t + D ≠ 0 := by
  have pos : ∀ x y w : ℝ, 0 < x → 0 < y → 0 < w →
      0 < (1 + t) ^ 2 / 4 * x + (1 - t) ^ 2 / 4 * y + (1 - t ^ 2) / 4 * w := by
    intro x y w hx hy hw
    have hsq := (sq_le_one_iff_abs_le_one t).mpr ht
    refine add_pos_of_pos_of_nonneg ?_ (mul_nonneg (by linarith) hw.le)
    rcases le_total 0 t with h0 | h0
    · exact add_pos_of_pos_of_nonneg (mul_pos (by positivity) hx)
        (mul_nonneg (by positivity) hy.le)
    · exact add_pos_of_nonneg_of_pos (mul_nonneg (by positivity) hx.le)
        (mul_pos (div_pos (pow_pos (by linarith) 2) (by norm_num)) hy)
  -- a linear function without zeros in the closed disc has a dominant constant term
  have dom : ∀ P Q : ℂ, (∀ v : ℂ, ‖v‖ ≤ 1 → P + Q * v ≠ 0) →
      Complex.normSq Q < Complex.normSq P := by
    intro P Q hPQ
    by_contra hc
    have hle : ‖P‖ ≤ ‖Q‖ := by
      simp only [not_lt, Complex.normSq_eq_norm_sq] at hc
      by_contra hlt
      nlinarith [norm_nonneg P, norm_nonneg Q]
    have hP : P ≠ 0 := by simpa using hPQ 0 (by simp)
    have hQ : Q ≠ 0 := by
      intro hQ
      rw [hQ] at hle
      exact hP (by simpa using hle)
    refine hPQ (-P / Q) ?_ ?_
    · rw [norm_div, norm_neg]
      exact div_le_one_of_le₀ hle (norm_nonneg _)
    · have hq : Q * (-P / Q) = -P := by field_simp
      rw [hq, add_neg_cancel]
  have h1 : ∀ u : ℂ, ‖u‖ ≤ 1 → Complex.normSq (C + D * u) < Complex.normSq (A + B * u) :=
    fun u hu => dom _ _ fun v hv e => h u v hu hv (by linear_combination e)
  have h2 : ∀ v : ℂ, ‖v‖ ≤ 1 → Complex.normSq (B + D * v) < Complex.normSq (A + C * v) :=
    fun v hv => dom _ _ fun u hu e => h u v hu hv (by linear_combination e)
  -- the bond interpolates between the values at `u, v = ±1`
  have hid : Complex.normSq (A + B * t) - Complex.normSq (C * t + D) =
      (1 + t) ^ 2 / 4 * (Complex.normSq (A + B * 1) - Complex.normSq (C + D * 1)) +
      (1 - t) ^ 2 / 4 * (Complex.normSq (A + B * (-1)) - Complex.normSq (C + D * (-1))) +
      (1 - t ^ 2) / 4 * ((Complex.normSq (A + C * 1) - Complex.normSq (B + D * 1)) +
        (Complex.normSq (A + C * (-1)) - Complex.normSq (B + D * (-1)))) := by
    simp only [Complex.normSq_apply, Complex.add_re, Complex.add_im, Complex.mul_re,
      Complex.mul_im, Complex.ofReal_re, Complex.ofReal_im, Complex.one_re, Complex.one_im,
      Complex.neg_re, Complex.neg_im]
    ring
  intro hsum
  have e : Complex.normSq (A + B * t) = Complex.normSq (C * t + D) := by
    rw [show A + B * t = -(C * t + D) by linear_combination hsum, Complex.normSq_neg]
  have hp := pos _ _ _ (sub_pos.mpr (h1 1 (by simp))) (sub_pos.mpr (h1 (-1) (by simp)))
    (add_pos (sub_pos.mpr (h2 1 (by simp))) (sub_pos.mpr (h2 (-1) (by simp))))
  rw [← hid, e, sub_self] at hp
  exact lt_irrefl _ hp
```

## Inserting a bond

Fix fugacities in the open polydisc and sort the sum by the spins at $i$ and $j$. Let $A$ collect the terms with both down, $B$ those with only $i$ up, $C$ those with only $j$ up, and $D$ those with both up. Replacing $z_i$ by $uz_i$ and $z_j$ by $vz_j$, with $|u|,|v|\le1$, stays in the polydisc and turns the sum into $A+Bu+Cv+Duv$, which is therefore nonzero. The inequality gives $A+tB+tC+D\neq0$, and this is the sum with the bond inserted.

In Lean, `split` does the sorting and `key` applies the inequality. If $i=j$, the inserted factor is 1.

```lean
/-- Inserting a bond of real weight `t` with `|t| ≤ 1` keeps zero-free weights zero-free. -/
theorem ZeroFree.mul_bond {c : Finset (Fin n) → ℂ} (hc : ZeroFree c) {t : ℝ} (ht : |t| ≤ 1)
    (i j : Fin n) : ZeroFree fun S => pairFactor 1 t t 1 i j S * c S := by
  intro z hz
  let F : ℂ → ℂ → ℂ → ℂ → ℂ := fun p q r s =>
    ∑ S, pairFactor p q r s i j S * (c S * ∏ k ∈ S, z k)
  -- sort the configurations by the two spins at `i` and `j`
  have split : ∀ p q r s, F p q r s =
      F 1 0 0 0 * p + F 0 1 0 0 * q + F 0 0 1 0 * r + F 0 0 0 1 * s := by
    intro p q r s
    simp only [F, Finset.sum_mul, ← Finset.sum_add_distrib]
    refine Finset.sum_congr rfl fun S _ => ?_
    by_cases hi : i ∈ S <;> by_cases hj : j ∈ S <;>
      simp only [pairFactor, hi, hj, if_true, if_false] <;> ring
  have key : F 1 0 0 0 + F 0 1 0 0 * t + F 0 0 1 0 * t + F 0 0 0 1 ≠ 0 := by
    refine bond_ne_zero ht fun u v hu hv e => ?_
    refine hc (fun k => z k * ((if k = i then u else 1) * (if k = j then v else 1))) ?_ ?_
    · intro k
      have h1 : ‖if k = i then u else (1 : ℂ)‖ ≤ 1 := by split_ifs <;> simp [hu]
      have h2 : ‖if k = j then v else (1 : ℂ)‖ ≤ 1 := by split_ifs <;> simp [hv]
      rw [norm_mul, norm_mul]
      have h3 := mul_le_mul_of_nonneg_left (mul_le_one₀ h1 (norm_nonneg _) h2)
        (norm_nonneg (z k))
      linarith [hz k]
    · have h : F 1 u v (u * v) = 0 := by
        rw [split]
        linear_combination e
      rw [← h]
      change _ = ∑ S, pairFactor 1 u v (u * v) i j S * (c S * ∏ k ∈ S, z k)
      refine Finset.sum_congr rfl fun S _ => ?_
      simp only [Finset.prod_mul_distrib, Finset.prod_ite_eq']
      by_cases hi : i ∈ S <;> by_cases hj : j ∈ S <;>
        simp only [pairFactor, hi, hj, if_true, if_false] <;> ring
  intro e
  have h : F 1 t t 1 = 0 := by simpa only [F, mul_assoc] using e
  rw [split] at h
  exact key (by linear_combination h)
```

The weight in $P$ is a product of such bonds. An ordered pair with $i$ up and $j$ down contributes $a_{ij}$; if $j<i$, symmetry lets us write it as $a_{ji}$. The proof separates the ordered pairs accordingly (`h2`) and then checks the cases.

```lean
/-- For symmetric `a` the weight of a configuration is a product of one factor per bond. -/
theorem cutWeight_eq_prod_bond {a : Matrix (Fin n) (Fin n) ℝ} (ha : a.IsSymm)
    (S : Finset (Fin n)) :
    cutWeight a S = ∏ i, ∏ j, pairFactor 1 (bond a i j) (bond a i j) 1 i j S := by
  let g : Fin n → Fin n → ℂ := fun i j => if i ∈ S then (if j ∈ Sᶜ then (a i j : ℂ) else 1) else 1
  have h1 : cutWeight a S = ∏ i, ∏ j, g i j := by
    calc cutWeight a S
        = ∏ i, if i ∈ S then ∏ j, (if j ∈ Sᶜ then (a i j : ℂ) else 1) else 1 := by
          simp only [cutWeight, Finset.prod_ite_mem, Finset.univ_inter]
      _ = _ := Finset.prod_congr rfl fun i _ => by
          by_cases h : i ∈ S <;> simp only [g, h, if_true, if_false, Finset.prod_const_one]
  have h3 : (∏ i, ∏ j, if i < j then g j i else 1) = ∏ i, ∏ j, if j < i then g i j else 1 :=
    Finset.prod_comm
  -- separate the ordered pairs into `i < j` and `j < i`
  have h2 : ∏ i, ∏ j, g i j =
      (∏ i, ∏ j, if i < j then g i j else 1) * ∏ i, ∏ j, if i < j then g j i else 1 := by
    rw [h3]
    simp only [← Finset.prod_mul_distrib]
    refine Finset.prod_congr rfl fun i _ => Finset.prod_congr rfl fun j _ => ?_
    rcases lt_trichotomy i j with h | h | h
    · rw [if_pos h, if_neg (lt_asymm h), mul_one]
    · subst h
      by_cases hi : i ∈ S <;> simp [g, hi]
    · rw [if_neg (lt_asymm h), if_pos h, one_mul]
  rw [h1, h2]
  simp only [← Finset.prod_mul_distrib]
  refine Finset.prod_congr rfl fun i _ => Finset.prod_congr rfl fun j _ => ?_
  have hs := ha.apply i j
  by_cases h : i < j <;> by_cases hi : i ∈ S <;> by_cases hj : j ∈ S <;>
    simp [g, pairFactor, bond, h, hi, hj, hs]
```

## No zeros inside the circle

Without interactions the sum is $\prod_i(1+z_i)$, which is nonzero when all $|z_i|<1$ (`base`). Induction over the set of pairs inserts every bond (`all`). Setting all fugacities equal to $z$ gives $P(z)\neq0$ for $|z|<1$.

```lean
/-- For symmetric `a` with entries in `[-1, 1]`, the Lee-Yang polynomial has no zero
inside the unit circle. -/
theorem partitionPoly_ne_zero {a : Matrix (Fin n) (Fin n) ℝ} (ha : a.IsSymm)
    (hb : ∀ i j, |a i j| ≤ 1) {z : ℂ} (hz : ‖z‖ < 1) : partitionPoly a z ≠ 0 := by
  -- free spins: the polynomial is a product of factors `w i + 1`
  have base : ZeroFree (fun _ : Finset (Fin n) => (1 : ℂ)) := by
    intro w hw
    have h := Finset.prod_add w (fun _ => (1 : ℂ)) Finset.univ
    simp only [Finset.prod_const_one, mul_one, Finset.powerset_univ] at h
    simp only [one_mul]
    rw [← h]
    refine Finset.prod_ne_zero_iff.mpr fun i _ e => ?_
    have hi : w i = -1 := by linear_combination e
    have hlt := hw i
    simp [hi] at hlt
  -- insert the bonds one after another
  have all : ∀ E : Finset (Fin n × Fin n), ZeroFree fun S =>
      ∏ p ∈ E, pairFactor 1 (bond a p.1 p.2) (bond a p.1 p.2) 1 p.1 p.2 S := by
    intro E
    induction E using Finset.induction_on with
    | empty =>
      simp only [Finset.prod_empty]
      exact base
    | insert p E hp ih =>
      simp only [Finset.prod_insert hp]
      refine ih.mul_bond ?_ _ _
      unfold bond
      split_ifs
      · exact hb _ _
      · simp
  intro e
  unfold partitionPoly at e
  refine all Finset.univ (fun _ => z) (fun _ => hz) ?_
  rw [← e]
  refine Finset.sum_congr rfl fun S _ => ?_
  simp only [Finset.prod_const, Fintype.prod_prod_type, cutWeight_eq_prod_bond ha]
```

## Spin reversal excludes the outside

Replacing $S$ by its complement leaves the weight unchanged, because $a$ is symmetric, and sends $|S|$ to $n-|S|$. So for $z\ne0$,
$$P(z)=z^nP(1/z).$$

```lean
/-- For symmetric `a`, reversing all spins replaces a nonzero fugacity `z` by its inverse,
up to the factor `z ^ n`. -/
theorem partitionPoly_spin_flip {a : Matrix (Fin n) (Fin n) ℝ} (ha : a.IsSymm) {z : ℂ}
    (hz : z ≠ 0) : partitionPoly a z = z ^ n * partitionPoly a z⁻¹ := by
  unfold partitionPoly
  rw [Finset.mul_sum]
  let flip : Finset (Fin n) ≃ Finset (Fin n) :=
    ⟨fun S => Sᶜ, fun S => Sᶜ, fun S => compl_compl S, fun S => compl_compl S⟩
  refine Fintype.sum_equiv flip _ _ fun S => ?_
  change cutWeight a S * z ^ S.card = z ^ n * (cutWeight a Sᶜ * z⁻¹ ^ Sᶜ.card)
  have hw : cutWeight a Sᶜ = cutWeight a S := by
    simp only [cutWeight, compl_compl]
    exact Finset.prod_comm.trans (Finset.prod_congr rfl fun i _ =>
      Finset.prod_congr rfl fun j _ => by rw [ha.apply i j])
  have hcard : S.card + Sᶜ.card = n :=
    (Finset.card_add_card_compl S).trans (Fintype.card_fin n)
  have hp : z ^ n = z ^ S.card * z ^ Sᶜ.card := by rw [← pow_add, hcard]
  have hi : z ^ Sᶜ.card * z⁻¹ ^ Sᶜ.card = 1 := by
    rw [← mul_pow, mul_inv_cancel₀ hz, one_pow]
  rw [hw, hp]
  calc cutWeight a S * z ^ S.card
      = cutWeight a S * z ^ S.card * (z ^ Sᶜ.card * z⁻¹ ^ Sᶜ.card) := by rw [hi, mul_one]
    _ = _ := by ac_rfl
```

If $|z|>1$, then $|1/z|<1$ and both factors on the right are nonzero. Only $|z|=1$ remains for a zero.

The theorem assumes a symmetric real matrix (`a.IsSymm`) with all entries in $[-1,1]$ (`hb`). Negative entries are allowed, though they correspond to no real coupling. An antiferromagnetic pair has $a_{ij}>1$, and two such spins already have real zeros off the circle. For $n=0$ the polynomial is 1 and has no zeros.

```lean
/-- **Lee-Yang circle theorem**: for a real symmetric matrix with entries in `[-1, 1]`,
every complex zero of the Lee-Yang polynomial lies on the unit circle. -/
theorem lee_yang_circle {a : Matrix (Fin n) (Fin n) ℝ} (ha : a.IsSymm)
    (hb : ∀ i j, |a i j| ≤ 1) {z : ℂ} (h : partitionPoly a z = 0) : ‖z‖ = 1 := by
  rcases lt_trichotomy ‖z‖ 1 with hz | hz | hz
  · exact absurd h (partitionPoly_ne_zero ha hb hz)
  · exact hz
  · have hz0 : z ≠ 0 := norm_pos_iff.mp (by linarith)
    rw [partitionPoly_spin_flip ha hz0] at h
    have hinv : ‖z⁻¹‖ < 1 := by
      rw [norm_inv]
      exact inv_lt_one_of_one_lt₀ hz
    exact absurd h (mul_ne_zero (pow_ne_zero n hz0) (partitionPoly_ne_zero ha hb hinv))
```

For three spins with every $a_{ij}=\tfrac12$, that is $J=\tfrac12\ln2$, each mixed configuration breaks two bonds and has weight $\tfrac14$:
$$P(z)=1+\tfrac34z+\tfrac34z^2+z^3=(1+z)\left(1-\tfrac14z+z^2\right).$$
The zeros are $-1$ and $\tfrac18\pm\tfrac{\sqrt{63}}8i$, and $\tfrac1{64}+\tfrac{63}{64}=1$.

## Imaginary fields

For $J_{ij}\ge0$ the entries $e^{-2J_{ij}}$ lie in $(0,1]$, so a zero at $z=e^{2h}$ has $1=|e^{2h}|=e^{2\operatorname{Re}h}$, hence $\operatorname{Re}h=0$. In the statement, `h` is the complex field and `hZ` says that the polynomial vanishes there.

```lean
/-- For symmetric couplings `J i j ≥ 0`, the Lee-Yang polynomial with entries `exp (-2 J i j)`
at fugacity `exp (2 h)` vanishes only at purely imaginary field `h`. -/
theorem zero_imaginary_field {J : Matrix (Fin n) (Fin n) ℝ} (hJ : J.IsSymm)
    (hpos : ∀ i j, 0 ≤ J i j) {h : ℂ}
    (hZ : partitionPoly (Matrix.of fun i j => Real.exp (-2 * J i j)) (Complex.exp (2 * h)) = 0) :
    h.re = 0 := by
  have hcircle : ‖Complex.exp (2 * h)‖ = 1 := by
    refine lee_yang_circle (Matrix.IsSymm.ext fun i j => ?_) (fun i j => ?_) hZ
    · simp only [Matrix.of_apply, hJ.apply i j]
    · rw [Matrix.of_apply, abs_of_pos (Real.exp_pos _)]
      exact Real.exp_le_one_iff.mpr (by linarith [hpos i j])
  rw [Complex.norm_exp, Real.exp_eq_one_iff] at hcircle
  simpa using hcircle

end

end LeeYangCircle
```

For a finite ferromagnet of Ising spins $\pm1$ with pair couplings in a uniform field, zeros of $P$ computed from enumerated coefficients should thus lie on the unit circle up to numerical error. In floating-point arithmetic this error can be far larger than machine precision where zeros nearly coincide, as they do near $z=-1$ for weak coupling. How the zeros accumulate as $n\to\infty$, where a phase transition can appear at $h=0$, is a separate question that needs a thermodynamic limit.

```lean
#print axioms LeeYangCircle.lee_yang_circle
#print axioms LeeYangCircle.zero_imaginary_field
```

```
'LeeYangCircle.lee_yang_circle' depends on axioms: [propext, Classical.choice, Quot.sound]
'LeeYangCircle.zero_imaginary_field' depends on axioms: [propext, Classical.choice, Quot.sound]
```
